# The net Marcus hopping rate between equal sites has a single peak in the field, with negative differential mobility beyond it

A charge hops between equal sites with reorganization energy λ > 0 at temperature T > 0, an electric field lowers its energy by F on each hop down the field, and the Marcus rate for that hop is k(F) = exp(-(λ-F)²/(4λT)), with k_B = 1 and the field-independent prefactor divided out. The net rate is R(F) = k(F) - k(-F), and the question is at which field drop F > 0 it stops growing.

```lean
import Mathlib

open Real Set

namespace MarcusFieldHopping

noncomputable section

/-- Marcus hopping rate at driving force `F`, in units of its field-independent prefactor, for
reorganization energy `lam` and temperature `T` (both nonzero, Boltzmann constant one). -/
def marcusRate (lam T F : ℝ) : ℝ := Real.exp (-(lam - F) ^ 2 / (4 * lam * T))

/-- Net hopping rate at field drop `F` per hop: the rate down the field minus the rate up the
field, for nonzero `lam` and `T`. -/
def netRate (lam T F : ℝ) : ℝ := marcusRate lam T F - marcusRate lam T (-F)

/-- Differential mobility: the derivative of the net hopping rate with respect to the field
drop, for nonzero `lam` and `T`. -/
def diffMobility (lam T F : ℝ) : ℝ := deriv (netRate lam T) F

/-- Detailed balance: for nonzero `lam` and `T`, the temperature times the logarithm of the ratio
of forward to backward rate is the field drop. -/
theorem detailed_balance {lam T : ℝ} (hl : lam ≠ 0) (hT : T ≠ 0) (F : ℝ) :
    T * Real.log (marcusRate lam T F / marcusRate lam T (-F)) = F := by
  unfold marcusRate
  rw [← Real.exp_sub, Real.log_exp]
  field_simp
  ring

/-- The slope of the net rate is a sum of the forward and backward rates, weighted by
`(lam - F) / (2 lam T)` and `(lam + F) / (2 lam T)`. -/
theorem hasDerivAt_netRate (lam T F : ℝ) :
    HasDerivAt (netRate lam T)
      ((lam - F) / (2 * lam * T) * marcusRate lam T F
        + (lam + F) / (2 * lam * T) * marcusRate lam T (-F)) F := by
  have hf := ((((hasDerivAt_id' F).const_sub lam).fun_pow 2).fun_neg.div_const
    (4 * lam * T)).exp
  have hb := ((((hasDerivAt_id' F).fun_neg.const_sub lam).fun_pow 2).fun_neg.div_const
    (4 * lam * T)).exp
  refine HasDerivAt.congr_deriv (f := netRate lam T) (hf.fun_sub hb) ?_
  simp only [marcusRate, Nat.cast_ofNat, Nat.reduceSub, pow_one]
  ring

/-- For nonzero `lam` and `T`, the differential mobility times `lam T` is
`exp (-(lam ^ 2 + F ^ 2) / (4 lam T))` times `cosh (F / (2T))` times the difference
`lam - F tanh (F / (2T))`. -/
theorem diffMobility_formula {lam T : ℝ} (hl : lam ≠ 0) (hT : T ≠ 0) (F : ℝ) :
    lam * T * diffMobility lam T F =
      Real.exp (-(lam ^ 2 + F ^ 2) / (4 * lam * T)) * Real.cosh (F / (2 * T))
        * (lam - F * Real.tanh (F / (2 * T))) := by
  -- both rates share one exponential factor
  have e1 : marcusRate lam T F =
      Real.exp (-(lam ^ 2 + F ^ 2) / (4 * lam * T)) * Real.exp (F / (2 * T)) := by
    rw [marcusRate, ← Real.exp_add]
    congr 1
    field_simp
    ring
  have e2 : marcusRate lam T (-F) =
      Real.exp (-(lam ^ 2 + F ^ 2) / (4 * lam * T)) * Real.exp (-(F / (2 * T))) := by
    rw [marcusRate, ← Real.exp_add]
    congr 1
    field_simp
    ring
  have hc : Real.cosh (F / (2 * T)) * (lam - F * Real.tanh (F / (2 * T))) =
      lam * Real.cosh (F / (2 * T)) - F * Real.sinh (F / (2 * T)) := by
    have h : Real.cosh (F / (2 * T)) * Real.tanh (F / (2 * T)) = Real.sinh (F / (2 * T)) := by
      rw [Real.tanh_eq_sinh_div_cosh, mul_div_cancel₀ _ (Real.cosh_pos _).ne']
    linear_combination (-F) * h
  have hx : ∀ x : ℝ, lam * T * (x / (2 * lam * T)) = x / 2 := by
    intro x
    field_simp
  have key : ∀ E p q : ℝ, lam * T * ((lam - F) / (2 * lam * T) * (E * p)
      + (lam + F) / (2 * lam * T) * (E * q)) = E * (lam * ((p + q) / 2) - F * ((p - q) / 2)) := by
    intro E p q
    linear_combination (E * p) * hx (lam - F) + (E * q) * hx (lam + F)
  rw [diffMobility, (hasDerivAt_netRate lam T F).deriv, e1, e2, mul_assoc (Real.exp _), hc,
    Real.cosh_eq, Real.sinh_eq]
  exact key _ _ _

/-- For positive `lam` and `T`, the differential mobility is positive exactly when
`F tanh (F / (2T))` is below `lam`, and negative exactly when it is above. -/
theorem diffMobility_sign {lam T : ℝ} (hl : 0 < lam) (hT : 0 < T) (F : ℝ) :
    (0 < diffMobility lam T F ↔ F * Real.tanh (F / (2 * T)) < lam) ∧
    (diffMobility lam T F < 0 ↔ lam < F * Real.tanh (F / (2 * T))) := by
  have h := diffMobility_formula hl.ne' hT.ne' F
  have hp : 0 < lam * T := mul_pos hl hT
  have hq : 0 < Real.exp (-(lam ^ 2 + F ^ 2) / (4 * lam * T)) * Real.cosh (F / (2 * T)) :=
    mul_pos (Real.exp_pos _) (Real.cosh_pos _)
  have neg_iff : ∀ c x : ℝ, 0 < c → (c * x < 0 ↔ x < 0) := fun c x hc =>
    ⟨fun h => by
      by_contra hx
      exact absurd (mul_nonneg hc.le (not_lt.mp hx)) (not_le.mpr h),
     fun hx => mul_neg_of_pos_of_neg hc hx⟩
  constructor
  · rw [← mul_pos_iff_of_pos_left hp, h, mul_pos_iff_of_pos_left hq, sub_pos]
  · rw [← neg_iff _ _ hp, h, neg_iff _ _ hq, sub_neg]

/-- At positive temperature, `F tanh (F / (2T))` strictly increases with the field drop
`F > 0`. -/
theorem mul_tanh_lt {T a b : ℝ} (hT : 0 < T) (ha : 0 < a) (hab : a < b) :
    a * Real.tanh (a / (2 * T)) < b * Real.tanh (b / (2 * T)) := by
  have hxy : a / (2 * T) < b / (2 * T) := by gcongr
  have hx : 0 < a / (2 * T) := by positivity
  have h0 : 0 < Real.tanh (a / (2 * T)) := by
    rw [Real.tanh_eq_sinh_div_cosh]
    exact div_pos (Real.sinh_pos_iff.mpr hx) (Real.cosh_pos _)
  have h1 : Real.tanh (a / (2 * T)) < Real.tanh (b / (2 * T)) := by
    rw [Real.tanh_eq_sinh_div_cosh, Real.tanh_eq_sinh_div_cosh,
      div_lt_div_iff₀ (Real.cosh_pos _) (Real.cosh_pos _)]
    have h := Real.sinh_pos_iff.mpr (sub_pos.mpr hxy)
    rw [Real.sinh_sub] at h
    linarith
  exact mul_lt_mul'' hab h1 ha.le h0.le

/-- For positive `lam` and `T`, the condition `F tanh (F / (2T)) = lam` has a solution between
`lam` and `lam + 2T`. -/
theorem exists_peak_condition {lam T : ℝ} (hl : 0 < lam) (hT : 0 < T) :
    ∃ F, lam < F ∧ F < lam + 2 * T ∧ F * Real.tanh (F / (2 * T)) = lam := by
  have hlow : lam * Real.tanh (lam / (2 * T)) < lam := by
    have h : Real.tanh (lam / (2 * T)) < 1 := by
      rw [Real.tanh_eq_sinh_div_cosh, div_lt_one (Real.cosh_pos _)]
      exact Real.sinh_lt_cosh _
    nlinarith
  -- the elementary bound x < (1 + x) tanh x
  have hb : ∀ x : ℝ, 0 < x → x < (1 + x) * Real.tanh x := by
    intro x hx
    have h1 : 2 * x + 1 < Real.exp (2 * x) := Real.add_one_lt_exp (by positivity)
    have h2 : Real.exp x = Real.exp (2 * x) * Real.exp (-x) := by
      rw [← Real.exp_add]
      congr 1
      ring
    have h3 := mul_lt_mul_of_pos_right h1 (Real.exp_pos (-x))
    rw [← h2] at h3
    rw [Real.tanh_eq_sinh_div_cosh, ← mul_div_assoc, lt_div_iff₀ (Real.cosh_pos x),
      Real.cosh_eq, Real.sinh_eq]
    nlinarith [h3]
  have key : ∀ y : ℝ, lam + 2 * T = 2 * T * y → 0 < y → lam < (lam + 2 * T) * Real.tanh y := by
    intro y hy hy0
    have h1 : lam + 2 * T < (lam + 4 * T) * Real.tanh y := by
      calc lam + 2 * T = 2 * T * y := hy
        _ < 2 * T * ((1 + y) * Real.tanh y) := mul_lt_mul_of_pos_left (hb y hy0) (by positivity)
        _ = (lam + 4 * T) * Real.tanh y := by linear_combination (-Real.tanh y) * hy
    by_contra h
    have h2 := mul_lt_mul_of_pos_left h1 (show 0 < lam + 2 * T by positivity)
    have h3 := mul_le_mul_of_nonneg_left (not_lt.mp h) (show 0 ≤ lam + 4 * T by positivity)
    nlinarith [mul_pos hT hT]
  have hhigh := key ((lam + 2 * T) / (2 * T)) (by field_simp) (by positivity)
  have hcont : Continuous (fun F : ℝ => F * Real.tanh (F / (2 * T))) := by
    simp only [Real.tanh_eq_sinh_div_cosh]
    have hd : Continuous (fun F : ℝ => F / (2 * T)) := continuous_id.div_const _
    exact continuous_id.mul ((Real.continuous_sinh.comp hd).div (Real.continuous_cosh.comp hd)
      (fun F => (Real.cosh_pos _).ne'))
  obtain ⟨F, hF, hFe⟩ := intermediate_value_Ioo (show lam ≤ lam + 2 * T by linarith)
    hcont.continuousOn ⟨hlow, hhigh⟩
  exact ⟨F, hF.1, hF.2, hFe⟩

/-- For positive `lam` and `T` there is a field drop `Fs` between `lam` and `lam + 2T` which, among
positive field drops, is the only maximizer of the net Marcus rate and the only solution of
`F tanh (F / (2T)) = lam`. The differential mobility is positive for field drops between zero and
`Fs`, and negative above `Fs`. -/
theorem netRate_unique_peak {lam T : ℝ} (hl : 0 < lam) (hT : 0 < T) :
    ∃ Fs, lam < Fs ∧ Fs < lam + 2 * T ∧
      (∀ F, 0 < F → (IsMaxOn (netRate lam T) (Ioi 0) F ↔ F = Fs)) ∧
      (∀ F, 0 < F → (F * Real.tanh (F / (2 * T)) = lam ↔ F = Fs)) ∧
      (∀ F, 0 < F → F < Fs → 0 < diffMobility lam T F) ∧
      (∀ F, Fs < F → diffMobility lam T F < 0) := by
  obtain ⟨Fs, h1, h2, h3⟩ := exists_peak_condition hl hT
  have hs : 0 < Fs := hl.trans h1
  have hup : ∀ F, 0 < F → F < Fs → 0 < diffMobility lam T F := fun F hF hlt =>
    (diffMobility_sign hl hT F).1.mpr (h3 ▸ mul_tanh_lt hT hF hlt)
  have hdown : ∀ F, Fs < F → diffMobility lam T F < 0 := fun F hlt =>
    (diffMobility_sign hl hT F).2.mpr (by
      have h := mul_tanh_lt hT hs hlt
      rwa [h3] at h)
  have hc : Continuous (netRate lam T) :=
    continuous_iff_continuousAt.mpr fun F => (hasDerivAt_netRate lam T F).continuousAt
  -- the rate rises strictly up to Fs and falls strictly beyond it
  have hmax : ∀ F, 0 < F → F ≠ Fs → netRate lam T F < netRate lam T Fs := by
    intro F hF hne
    rcases lt_or_gt_of_ne hne with h | h
    · have hm : StrictMonoOn (netRate lam T) (Icc F Fs) := by
        refine strictMonoOn_of_deriv_pos (convex_Icc F Fs) hc.continuousOn ?_
        intro x hx
        rw [interior_Icc] at hx
        exact hup x (hF.trans hx.1) hx.2
      exact hm (left_mem_Icc.mpr h.le) (right_mem_Icc.mpr h.le) h
    · have hm : StrictAntiOn (netRate lam T) (Icc Fs F) := by
        refine strictAntiOn_of_deriv_neg (convex_Icc Fs F) hc.continuousOn ?_
        intro x hx
        rw [interior_Icc] at hx
        exact hdown x hx.1
      exact hm (left_mem_Icc.mpr h.le) (right_mem_Icc.mpr h.le) h
  refine ⟨Fs, h1, h2, fun F hF => ⟨fun hM => ?_, fun hE => ?_⟩,
    fun F hF => ⟨fun hE => ?_, fun hE => hE ▸ h3⟩, hup, hdown⟩
  · by_contra hne
    exact absurd (isMaxOn_iff.mp hM Fs hs) (not_le.mpr (hmax F hF hne))
  · rw [hE, isMaxOn_iff]
    intro x hx
    by_cases hxs : x = Fs
    · rw [hxs]
    · exact (hmax x hx hxs).le
  · by_contra hne
    rcases lt_or_gt_of_ne hne with h | h
    · have h4 := mul_tanh_lt hT hF h
      linarith
    · have h4 := mul_tanh_lt hT hs h
      linarith

end

end MarcusFieldHopping
```

```lean
#print axioms MarcusFieldHopping.detailed_balance
#print axioms MarcusFieldHopping.netRate_unique_peak
```

```
'MarcusFieldHopping.detailed_balance' depends on axioms: [propext, Classical.choice, Quot.sound]
'MarcusFieldHopping.netRate_unique_peak' depends on axioms: [propext, Classical.choice, Quot.sound]
```

## Where the peak lies

The main theorem, `netRate_unique_peak`, takes positive `lam` (λ) and `T` and gives a field drop `Fs`, written F* here, with

λ < F* < λ + 2T.

Among positive field drops, F* is the only maximizer of R and the only solution of

F tanh(F/(2T)) = λ.

The derivative R′(F) is positive for 0 < F < F* and negative for every F > F*. In Lean, `IsMaxOn (netRate lam T) (Ioi 0) F` says that the net rate at `F` is at least as large as at any positive field drop. The two equivalences with `F = Fs` express uniqueness of the maximizer and of the solution.

## From the net rate to a drift velocity

All quantities are real numbers. `marcusRate` is k and `netRate` is R. The letter F denotes an energy, not a field strength: for a charge e, a field E and a site spacing a along the field, F = eEa. The reaction free energy of the hop down the field is -F. With ordinary units restored, T becomes k_B T, so the peak lies less than 2k_B T above the reorganization energy. This is only an upper bound: when λ is much larger than k_B T, the distance is close to 2λ exp(-λ/(k_B T)), which is far smaller.

The prefactor that was divided out contains the electronic coupling between the sites. Treating it as independent of the field means that the field changes the site energies but not the coupling.

`diffMobility` is R′(F). The textbook differential mobility is the derivative of the drift velocity with respect to E. For one carrier on a uniform chain with nearest-neighbour hops, the drift velocity is a times the prefactor times R, so the two derivatives differ only by a positive constant. This passage from a net rate to a velocity is the step that the hypotheses leave to the physics; energetic disorder or interactions between carriers would change it.

In a hopping simulation of such a uniform, single-carrier chain with these Marcus rates, a value of λ from an electronic-structure calculation thus fixes, together with T, the energy drop F* per hop beyond which the differential mobility is negative. The corresponding field is E = F*/(ea), which also depends on the site spacing.

## From two Gaussians to one sign

The forward and backward rates satisfy detailed balance, because

T log(k(F)/k(-F)) = ((λ+F)² - (λ-F)²)/(4λ) = F.

This is `detailed_balance`. It checks the thermodynamic consistency of the rates and is not used in locating the peak.

Differentiating both Gaussians gives

R′(F) = ((λ-F)/(2λT)) k(F) + ((λ+F)/(2λT)) k(-F),

which is `hasDerivAt_netRate`. At F = λ the forward rate is at its own maximum and the first term vanishes. The second term is still positive, since the backward rate keeps falling, so the net rate peaks beyond λ.

Expanding the squares shows that both rates share a Gaussian factor:

k(±F) = G exp(±F/(2T)), with G = exp(-(λ²+F²)/(4λT)).

Inserting this into the derivative gives

λT R′(F) = G (λ cosh(F/(2T)) - F sinh(F/(2T)))
= G cosh(F/(2T)) (λ - F tanh(F/(2T))).

In `diffMobility_formula`, the steps `e1` and `e2` extract G, `hc` rewrites the hyperbolic functions, and `key` collects the terms. Since λT, G and cosh are positive, R′(F) has the sign of λ - F tanh(F/(2T)), which is `diffMobility_sign`.

## One crossing between λ and λ + 2T

Write g(F) = F tanh(F/(2T)). For F > 0 both factors are positive and strictly increasing, so g is strictly increasing. The lemma `mul_tanh_lt` obtains the growth of tanh from

sinh(y-x) = sinh y cosh x - cosh y sinh x > 0 for y > x,

divided by cosh x cosh y, and then multiplies the two inequalities.

The lemma `exists_peak_condition` brackets the crossing g(F) = λ. At the lower end, tanh < 1 gives g(λ) < λ. The upper end uses the bound

x < (1+x) tanh x for x > 0.

With tanh x = (exp(2x)-1)/(exp(2x)+1), clearing the denominator reduces this bound to exp(2x) > 1 + 2x, which holds for x > 0. Now set y = (λ+2T)/(2T), the argument of tanh at F = λ + 2T. The bound gives

tanh y > y/(1+y) = (λ+2T)/(λ+4T),

and therefore

g(λ+2T) > (λ+2T)²/(λ+4T) = λ + 4T²/(λ+4T) > λ.

Lean reaches the same conclusion by contradiction, without the division. Since g is continuous, the intermediate value theorem, `intermediate_value_Ioo`, supplies F* strictly between the two ends.

In `netRate_unique_peak`, monotonicity of g gives g(F) < λ for 0 < F < F* and g(F) > λ for F > F*. These are the two signs of the differential mobility, `hup` and `hdown`, and they also exclude a second solution of g(F) = λ.

To compare R at another positive field drop F with R(F*), the proof considers the interval between them. If F < F*, the derivative is positive inside [F, F*] and R rises strictly to R(F*). If F > F*, it is negative inside [F*, F] and R falls strictly from R(F*). Both cases give R(F) < R(F*), recorded as `hmax`, so F* is a maximizer and no other positive field drop is one.
